# For positive D, the matrix 1/(D_m + D_k) is positive definite exactly when all D_m differ

Let D_1, …, D_n be positive real numbers, and define the real symmetric matrix

M_mk = 1/(D_m + D_k).

In second-order perturbation theory (MP2), D_m is an excitation gap, a virtual orbital energy minus an occupied one, and M_mk is the inverse energy denominator of the double excitation that combines m and k. Denominators are taken as positive here, so the minus sign of the MP2 energy is kept outside M. Positivity of D stands for a gap between occupied and virtual levels.

In Lean the labels m form an arbitrary finite type `n`, the numbers D_m are a function `D : n → ℝ`, and positivity is the hypothesis `hD : ∀ m, 0 < D m`. Where the text and the docstrings below speak of positive, equal or distinct denominators, they mean the single numbers D_m, not the sums D_m + D_k.

```lean
import Mathlib

open Matrix MeasureTheory Set

namespace EnergyDenominator

noncomputable section

variable {n : Type*} [Fintype n]
```

The matrix is defined for any real D; positivity enters with the theorems.

```lean
/-- The energy-denominator matrix with entries `1 / (D m + D k)`. -/
def denomMatrix (D : n → ℝ) : Matrix n n ℝ :=
  Matrix.of fun m k => 1 / (D m + D k)
```

## The quadratic form as a time integral

For a real vector x, define the Laplace amplitude

f(t) = Σ_m x_m exp(−D_m t).

The variable t is a Laplace parameter with units of inverse energy. The heading and the docstrings call it a time, but it is not the physical time of an evolution. Once an energy unit is chosen, D and t are plain numbers.

```lean
/-- The Laplace amplitude of a vector `x` at `t`: the sum of its components, each multiplied by `exp
(-D m * t)`. -/
def laplaceAmp (D x : n → ℝ) (t : ℝ) : ℝ :=
  ∑ m, x m * Real.exp (-D m * t)
```

Squaring the sum gives a double sum, and the exponents add:

f(t)² = Σ_m Σ_k x_m x_k exp(−(D_m + D_k) t).

The proof expands the product with `Finset.sum_mul_sum` and compares the terms one by one.

```lean
/-- The squared Laplace amplitude is the double sum of the exponentials `exp (-(D m + D k) * t)`
with weights `x m * x k`. -/
theorem laplaceAmp_sq (D x : n → ℝ) (t : ℝ) :
    laplaceAmp D x t ^ 2 =
      ∑ m, ∑ k, x m * x k * Real.exp (-(D m + D k) * t) := by
  rw [laplaceAmp, sq, Finset.sum_mul_sum]
  refine Finset.sum_congr rfl fun m _ => Finset.sum_congr rfl fun k _ => ?_
  have h : Real.exp (-(D m + D k) * t) =
      Real.exp (-D m * t) * Real.exp (-D k * t) := by
    rw [← Real.exp_add]
    congr 1
    ring
  rw [h]
  ring
```

Since D_m + D_k > 0, every term decays and is integrable over t > 0. A finite sum of such terms is integrable too.

```lean
/-- For positive denominators the squared Laplace amplitude is integrable over positive times. -/
theorem integrable_laplaceAmp_sq {D : n → ℝ} (hD : ∀ m, 0 < D m) (x : n → ℝ) :
    Integrable (fun t => laplaceAmp D x t ^ 2) (volume.restrict (Ioi 0)) := by
  simp_rw [laplaceAmp_sq]
  refine integrable_finsetSum _ fun m _ => integrable_finsetSum _ fun k _ => ?_
  exact Integrable.const_mul (exp_neg_integrableOn_Ioi 0 (add_pos (hD m) (hD k))) _
```

Each exponential integrates to one matrix element:

∫₀^∞ exp(−(D_m + D_k) t) dt = 1/(D_m + D_k).

Multiplying by x_m x_k and summing gives

x·Mx = ∫₀^∞ f(t)² dt ≥ 0.

In the proof, `hval` is the single integral, and `integral_finsetSum`, used once for each index, exchanges sum and integral. The left side is written `x ⬝ᵥ denomMatrix D *ᵥ x`.

```lean
/-- For positive denominators the quadratic form of the denominator matrix is the integral of the
squared Laplace amplitude over positive times. -/
theorem form_eq_integral {D : n → ℝ} (hD : ∀ m, 0 < D m) (x : n → ℝ) :
    x ⬝ᵥ denomMatrix D *ᵥ x = ∫ t in Ioi (0 : ℝ), laplaceAmp D x t ^ 2 := by
  have hint : ∀ m k, Integrable (fun t => x m * x k * Real.exp (-(D m + D k) * t))
      (volume.restrict (Ioi 0)) := fun m k =>
    Integrable.const_mul (exp_neg_integrableOn_Ioi 0 (add_pos (hD m) (hD k))) _
  -- each term integrates to `x m * x k` divided by the summed denominator
  have hval : ∀ m k, ∫ t in Ioi (0 : ℝ), x m * x k * Real.exp (-(D m + D k) * t) =
      x m * x k * (1 / (D m + D k)) := by
    intro m k
    have hneg : -(D m + D k) < 0 := by linarith [hD m, hD k]
    rw [integral_const_mul, integral_exp_mul_Ioi hneg 0, mul_zero, Real.exp_zero,
      neg_div_neg_eq]
  simp_rw [laplaceAmp_sq]
  rw [integral_finsetSum _ fun m _ => integrable_finsetSum _ fun k _ => hint m k]
  simp only [dotProduct, Matrix.mulVec, denomMatrix, Matrix.of_apply]
  refine Finset.sum_congr rfl fun m _ => ?_
  rw [integral_finsetSum _ fun k _ => hint m k, Finset.mul_sum]
  refine Finset.sum_congr rfl fun k _ => ?_
  rw [hval]
  ring
```

## Which vectors give zero

Suppose f(t) = 0 for all t > 0. Write z_m = exp(−D_m) and sample f at t = k + 1 for k = 0, 1, 2, …:

Σ_m x_m z_m z_m^k = 0.

By linearity, every real polynomial p satisfies

Σ_m x_m z_m p(z_m) = 0.

Now fix a real number d and choose

p(z) = ∏_e (z − exp(−e)),

where e runs over the values taken by D other than d. Every term with D_m ≠ d vanishes, and what remains is

(Σ_{m: D_m = d} x_m) · exp(−d) p(exp(−d)) = 0.

The exponential is injective, so exp(−d) p(exp(−d)) is nonzero and the bracket must vanish. The components of x therefore sum to zero within each group of equal denominators. If D never takes the value d, the sum is empty.

In the code, `hp` is the polynomial identity, proved by induction over sums and monomials, `s` is the set of other values, and `hc` states that the remaining factor is nonzero. This step does not use positivity of D.

```lean
/-- If the Laplace amplitude vanishes at all positive times, the components of `x` sum to zero
within every group of equal denominators. -/
theorem group_sum_eq_zero {D x : n → ℝ} (h : ∀ t, 0 < t → laplaceAmp D x t = 0) (d : ℝ) :
    ∑ m ∈ Finset.univ.filter (fun m => D m = d), x m = 0 := by
  -- integer times give all polynomial moments in the variables exp (-D m)
  have hp : ∀ p : Polynomial ℝ,
      ∑ m, x m * (Real.exp (-D m) * p.eval (Real.exp (-D m))) = 0 := by
    intro p
    induction p using Polynomial.induction_on' with
    | add p q hp hq =>
      simp only [Polynomial.eval_add, mul_add, Finset.sum_add_distrib, hp, hq, add_zero]
    | monomial k a =>
      have h1 := h ((k : ℝ) + 1) (by positivity)
      rw [← mul_zero a, ← h1, laplaceAmp, Finset.mul_sum]
      refine Finset.sum_congr rfl fun m _ => ?_
      have h2 : Real.exp (-D m * ((k : ℝ) + 1)) =
          Real.exp (-D m) ^ k * Real.exp (-D m) := by
        rw [← Real.exp_nat_mul, ← Real.exp_add]
        congr 1
        ring
      rw [h2, Polynomial.eval_monomial]
      ring
  -- a polynomial that vanishes on all other groups isolates the group with value d
  let s := (Finset.univ.image D).erase d
  have h3 := hp (∏ e ∈ s, (Polynomial.X - Polynomial.C (Real.exp (-e))))
  simp only [Polynomial.eval_prod, Polynomial.eval_sub, Polynomial.eval_X,
    Polynomial.eval_C] at h3
  have hc : Real.exp (-d) * ∏ e ∈ s, (Real.exp (-d) - Real.exp (-e)) ≠ 0 := by
    refine mul_ne_zero (Real.exp_ne_zero _) (Finset.prod_ne_zero_iff.mpr fun e he h0 => ?_)
    have h4 := Real.exp_injective (sub_eq_zero.mp h0)
    exact (Finset.mem_erase.mp he).1 (by linarith)
  refine (mul_eq_zero.mp ?_).resolve_right hc
  rw [Finset.sum_mul, Finset.sum_filter]
  refine Eq.trans (Finset.sum_congr rfl fun m _ => ?_) h3
  split_ifs with hm
  · rw [hm]
  · have hms : D m ∈ s :=
      Finset.mem_erase.mpr ⟨hm, Finset.mem_image_of_mem D (Finset.mem_univ m)⟩
    have hz : ∏ e ∈ s, (Real.exp (-D m) - Real.exp (-e)) = 0 :=
      Finset.prod_eq_zero hms (sub_self (Real.exp (-D m)))
    rw [hz, mul_zero, mul_zero]
```

If x·Mx = 0, then the integral of the nonnegative function f² is zero, so f² vanishes almost everywhere on t > 0. It is continuous, so it vanishes at every t > 0, and the previous step applies.

Conversely, collect equal denominators in f:

f(t) = Σ_d exp(−d t) Σ_{m: D_m = d} x_m.

If every inner sum is zero, then f = 0 and the integral vanishes. Hence x·Mx = 0 exactly when every group sum is zero. The regrouping is done by `Finset.sum_fiberwise_of_maps_to`.

```lean
/-- For positive denominators the quadratic form of the denominator matrix vanishes on `x` exactly
when the components of `x` sum to zero within every group of equal denominators. -/
theorem form_eq_zero_iff {D : n → ℝ} (hD : ∀ m, 0 < D m) (x : n → ℝ) :
    x ⬝ᵥ denomMatrix D *ᵥ x = 0 ↔
      ∀ d, ∑ m ∈ Finset.univ.filter (fun m => D m = d), x m = 0 := by
  rw [form_eq_integral hD]
  constructor
  · intro h
    have hae := (integral_eq_zero_iff_of_nonneg (fun t => sq_nonneg (laplaceAmp D x t))
      (integrable_laplaceAmp_sq hD x)).mp h
    have hcont : Continuous (fun t => laplaceAmp D x t ^ 2) := by
      unfold laplaceAmp
      fun_prop
    -- a continuous function that vanishes almost everywhere vanishes everywhere
    have heq := Measure.eqOn_open_of_ae_eq hae isOpen_Ioi hcont.continuousOn
      continuousOn_const
    exact group_sum_eq_zero fun t ht => pow_eq_zero_iff two_ne_zero |>.mp (heq ht)
  · intro h
    have h0 : ∀ t, laplaceAmp D x t = 0 := by
      intro t
      rw [laplaceAmp, ← Finset.sum_fiberwise_of_maps_to
        (fun m _ => Finset.mem_image_of_mem D (Finset.mem_univ m))]
      refine Finset.sum_eq_zero fun d _ => ?_
      rw [← zero_mul (Real.exp (-d * t)), ← h d, Finset.sum_mul]
      refine Finset.sum_congr rfl fun m hm => ?_
      rw [(Finset.mem_filter.mp hm).2]
    simp [h0]
```

## Definiteness and degeneracy

Positive semidefiniteness follows from the symmetry of M and the integral formula. For strict definiteness there are two directions.

If D_i = D_j with i ≠ j, take x = e_i − e_j, the difference of two unit vectors. Its components sum to zero in every group, so x·Mx = 0 although x ≠ 0, and M is not positive definite.

If all D_m differ, each group has one member. Then x·Mx = 0 forces every x_m to be zero, so x·Mx > 0 for every nonzero x.

Lean expresses "pairwise distinct" as `Function.Injective D`. Its `PosSemidef` and `PosDef` include the Hermitian property, proved as `hH`; for real vectors the conjugation `star` does nothing, and `star_trivial` removes it.

```lean
/-- For positive denominators the matrix `1 / (D m + D k)` is positive semidefinite, and it is
positive definite if and only if the denominators are pairwise distinct. -/
theorem denomMatrix_posSemidef_and_posDef_iff {D : n → ℝ} (hD : ∀ m, 0 < D m) :
    (denomMatrix D).PosSemidef ∧ ((denomMatrix D).PosDef ↔ Function.Injective D) := by
  classical
  have hH : (denomMatrix D).IsHermitian := by
    ext m k
    simp [denomMatrix, add_comm]
  have hnn : ∀ x : n → ℝ, 0 ≤ x ⬝ᵥ denomMatrix D *ᵥ x := fun x => by
    rw [form_eq_integral hD]
    exact integral_nonneg fun t => sq_nonneg _
  refine ⟨Matrix.posSemidef_iff_dotProduct_mulVec.mpr
    ⟨hH, fun x => by simpa only [star_trivial] using hnn x⟩, ?_⟩
  rw [Matrix.posDef_iff_dotProduct_mulVec]
  constructor
  · rintro ⟨-, hpos⟩ i j hij
    by_contra hne
    -- the difference of two degenerate unit vectors is a null vector
    let x : n → ℝ := Pi.single i 1 - Pi.single j 1
    have hx : x ≠ 0 := fun h0 => by
      have h1 := congrFun h0 i
      simp [x, hne] at h1
    have hz : x ⬝ᵥ denomMatrix D *ᵥ x = 0 := by
      refine (form_eq_zero_iff hD x).mpr fun d => ?_
      simp only [x, Pi.sub_apply, Finset.sum_sub_distrib, Finset.sum_pi_single',
        Finset.mem_filter, Finset.mem_univ, true_and, hij, sub_self]
    have h2 := hpos hx
    rw [star_trivial, hz] at h2
    exact lt_irrefl _ h2
  · intro hinj
    refine ⟨hH, fun x hx => ?_⟩
    rw [star_trivial]
    refine lt_of_le_of_ne (hnn x) fun h0 => hx ?_
    funext m
    -- every group of equal denominators has a single member
    have h1 := (form_eq_zero_iff hD x).mp h0.symm (D m)
    simpa [hinj.eq_iff, Finset.sum_filter] using h1
```

For D = (1, 2) the matrix has rows (1/2, 1/3) and (1/3, 1/4). Its determinant is 1/8 − 1/9 = 1/72 > 0, and its first diagonal element is positive, so it is positive definite. With x = (1, −1),

x·Mx = 1/2 − 2/3 + 1/4 = 1/12,

which is also the integral of (exp(−t) − exp(−2t))² over t > 0. For D = (1, 1) all four entries are 1/2, and the same x gives 1/2 − 1 + 1/2 = 0.

## The MP2 denominators

For occupied energies ε_i and virtual energies ε_a, set D_ia = ε_a − ε_i. Then

1/(D_ia + D_jb) = 1/(ε_a + ε_b − ε_i − ε_j).

The hypothesis `hgap` says that every occupied level lies below every virtual level, which makes all D_ia positive. The matrix index is the pair `p : o × v`, with `p.1` occupied and `p.2` virtual. After the entries are rewritten as 1/(D_ia + D_jb), the general theorem applies.

For a finite set of real orbital energies with such a gap, this says when the matrix handed to a Cholesky decomposition of the MP2 denominators is strictly definite: exactly when no two excitation gaps coincide. The criterion concerns exact equality and gives no lower bound on the eigenvalues when gaps are merely close.

```lean
/-- For occupied energies `eo` below all virtual energies `ev`, the second-order denominator
matrix over single excitations is positive definite if and only if all excitation gaps
`ev a - eo i` are distinct. -/
theorem orbital_denominator_posDef_iff {o v : Type*} [Fintype o] [Fintype v]
    (eo : o → ℝ) (ev : v → ℝ) (hgap : ∀ i a, eo i < ev a) :
    (Matrix.of fun p q : o × v =>
      1 / (ev p.2 + ev q.2 - eo p.1 - eo q.1)).PosDef ↔
      Function.Injective fun p : o × v => ev p.2 - eo p.1 := by
  have h : (Matrix.of fun p q : o × v => 1 / (ev p.2 + ev q.2 - eo p.1 - eo q.1)) =
      denomMatrix fun p : o × v => ev p.2 - eo p.1 := by
    ext p q
    simp only [denomMatrix, Matrix.of_apply]
    congr 1
    ring
  rw [h]
  exact (denomMatrix_posSemidef_and_posDef_iff (D := fun p : o × v => ev p.2 - eo p.1)
    (fun p : o × v => sub_pos.mpr (hgap p.1 p.2))).2

end

end EnergyDenominator
```

```lean
#print axioms EnergyDenominator.denomMatrix_posSemidef_and_posDef_iff
-- 'EnergyDenominator.denomMatrix_posSemidef_and_posDef_iff' depends on axioms: [propext, Classical.choice, Quot.sound]
#print axioms EnergyDenominator.orbital_denominator_posDef_iff
-- 'EnergyDenominator.orbital_denominator_posDef_iff' depends on axioms: [propext, Classical.choice, Quot.sound]
```
